# A Hermitian Hamiltonian is tridiagonal in an overlap-orthonormal Lanczos basis

The Lanczos vectors are described here by two properties, not by the algorithm that produces them: they are orthonormal in the overlap, and their leading spans are Krylov spaces. The setting is a finite, possibly non-orthogonal basis with Hamiltonian matrix $H$ and overlap matrix $S$, and the Krylov spaces are those of $S^{-1}H$. Positive definiteness of $S$ says that the basis functions are linearly independent.

```lean
import Mathlib

open Matrix
open scoped ComplexOrder

namespace GeneralisedLanczos

noncomputable section

variable {n : Type*}
```

For vectors $q_0,q_1,\dots$ write $L_j=\mathrm{span}(q_0,\dots,q_j)$, which is `leading q j`.

```lean
/-- The span of the first vectors `q 0, ..., q j` of a sequence. -/
abbrev leading (q : ℕ → n → ℂ) (j : ℕ) : Submodule ℂ (n → ℂ) :=
  Submodule.span ℂ (q '' Set.Iic j)
```

The matrix element $x^\dagger A y$ is `element A x y`.

```lean
variable [Fintype n]

/-- The matrix element `x^H A y`. -/
def element (A : Matrix n n ℂ) (x y : n → ℂ) : ℂ := star x ⬝ᵥ A *ᵥ y
```

For a square matrix $K$ and a start vector $v$, let $\mathcal K_j=\mathrm{span}(v,Kv,\dots,K^jv)$.

```lean
variable [DecidableEq n]

/-- The Krylov space spanned by `v, K v, ..., K^j v`. -/
abbrev krylov (K : Matrix n n ℂ) (v : n → ℂ) (j : ℕ) : Submodule ℂ (n → ℂ) :=
  leading (fun p => (K ^ p) *ᵥ v) j
```

`IsLanczosBasis H S q k` requires $q_i^\dagger S q_j=\delta_{ij}$ and $L_j=\mathcal K_j$ for $i,j<k$, with $K=S^{-1}H$ and $v=q_0$. Indices start at zero. The sequence `q` is infinite, but only its first $k$ vectors are constrained.

```lean
/-- The vectors `q 0, ..., q (k-1)` are orthonormal in the overlap `S`, and their leading
spans are the Krylov spaces of `S⁻¹ H` started from `q 0`. -/
structure IsLanczosBasis (H S : Matrix n n ℂ) (q : ℕ → n → ℂ) (k : ℕ) : Prop where
  orthonormal : ∀ i < k, ∀ j < k, element S (q i) (q j) = if i = j then 1 else 0
  krylov_eq : ∀ j < k, leading q j = krylov (S⁻¹ * H) (q 0) j
```

## (a) A matrix acting on a span

Let $K$ send every vector of a set $s$ into a subspace $W$. Show that
$$y\in\mathrm{span}(s)\;\Rightarrow\;Ky\in W.$$

Write $y=\sum_a c_a y_a$ with $y_a\in s$. Then $Ky=\sum_a c_aKy_a$ lies in $W$. In Lean, the preimage `W.comap K.mulVecLin` is a subspace containing $s$, hence its span.

```lean
variable {H S : Matrix n n ℂ} {q : ℕ → n → ℂ} {k : ℕ}

omit [DecidableEq n] in
/-- A matrix that sends every vector of a set into a subspace sends their span into it. -/
theorem mulVec_mem_of_span (K : Matrix n n ℂ) {s : Set (n → ℂ)} {W : Submodule ℂ (n → ℂ)}
    (hs : ∀ y ∈ s, K *ᵥ y ∈ W) {y : n → ℂ} (hy : y ∈ Submodule.span ℂ s) : K *ᵥ y ∈ W := by
  have hle : Submodule.span ℂ s ≤ W.comap K.mulVecLin := Submodule.span_le.mpr hs
  exact hle hy
```

## (b) Matrix elements that vanish on a span

Suppose $x^\dagger Ay=0$ for all $y\in s$. Show that
$$x^\dagger Ay=0\quad\text{for all }y\in\mathrm{span}(s).$$

By linearity, $x^\dagger A\sum_a c_ay_a=\sum_a c_a\,x^\dagger Ay_a=0$. The induction over the span treats members, zero, sums and multiples in turn.

```lean
omit [DecidableEq n] in
/-- If the matrix elements of `A` between `x` and every vector of a set vanish, they vanish
between `x` and the whole span. -/
theorem element_eq_zero_of_span {A : Matrix n n ℂ} {x : n → ℂ} {s : Set (n → ℂ)}
    (hs : ∀ y ∈ s, element A x y = 0) {y : n → ℂ} (hy : y ∈ Submodule.span ℂ s) :
    element A x y = 0 := by
  induction hy using Submodule.span_induction with
  | mem y hy => exact hs y hy
  | zero => simp [element]
  | add y z _ _ hy hz =>
    simp only [element, mulVec_add, dotProduct_add] at hy hz ⊢
    rw [hy, hz, add_zero]
  | smul c y _ hy =>
    simp only [element, mulVec_smul, dotProduct_smul] at hy ⊢
    rw [hy, smul_zero]
```

## (c) Removing the inverse overlap

For positive definite $S$, show that
$$S(S^{-1}H)y=Hy.$$

If $Sv=0$, then $v^\dagger Sv=0$ and so $v=0$. Thus $S$ is invertible and $SS^{-1}=1$.

```lean
/-- Applying `S` to `S⁻¹ H y` gives back `H y`. -/
theorem overlap_mulVec (hS : S.PosDef) (y : n → ℂ) :
    S *ᵥ ((S⁻¹ * H) *ᵥ y) = H *ᵥ y := by
  have hdet : IsUnit S.det := (Matrix.isUnit_iff_isUnit_det S).mp hS.isUnit
  rw [mulVec_mulVec, ← Matrix.mul_assoc, Matrix.mul_nonsing_inv _ hdet, Matrix.one_mul]
```

## (d) One step up the Krylov ladder

Show that
$$x\in\mathcal K_j\;\Rightarrow\;Kx\in\mathcal K_{j+1}.$$

Each generator obeys $K(K^pv)=K^{p+1}v$ with $p+1\le j+1$. Part (a) extends this to the span.

```lean
/-- One application of `K` sends each Krylov space into the next one. -/
theorem krylov_step (K : Matrix n n ℂ) {v x : n → ℂ} {j : ℕ} (hx : x ∈ krylov K v j) :
    K *ᵥ x ∈ krylov K v (j + 1) := by
  refine mulVec_mem_of_span K ?_ hx
  rintro _ ⟨p, hp, rfl⟩
  refine Submodule.subset_span ⟨p + 1, Nat.succ_le_succ (Set.mem_Iic.mp hp), ?_⟩
  simp only [pow_succ', mulVec_mulVec]
```

## (e) Zeros below the subdiagonal

For a Lanczos basis and $i<k$, show that
$$q_i^\dagger Hq_j=0\quad\text{if } i>j+1.$$

Since $q_j\in L_j=\mathcal K_j$, part (d) gives $Kq_j\in\mathcal K_{j+1}=L_{j+1}$, so $Kq_j=\sum_{p\le j+1}c_pq_p$. With (c),
$$q_i^\dagger Hq_j=q_i^\dagger SKq_j=\sum_{p\le j+1}c_p\,\delta_{ip}=0.$$

Lean obtains the last equality from (b). Hermiticity of $H$ is not used, so these zeros also hold for non-Hermitian $H$.

```lean
/-- In a Lanczos basis the elements of `H` more than one place below the diagonal vanish. -/
theorem hessenberg (hS : S.PosDef) (h : IsLanczosBasis H S q k) {i j : ℕ} (hi : i < k)
    (hij : j + 1 < i) : element H (q i) (q j) = 0 := by
  have hq : q j ∈ krylov (S⁻¹ * H) (q 0) j := by
    rw [← h.krylov_eq j (by omega)]
    exact Submodule.subset_span ⟨j, le_refl j, rfl⟩
  have hK := krylov_step _ hq
  rw [← h.krylov_eq (j + 1) (by omega)] at hK
  -- `q i` is orthogonal to all vectors up to `q (j+1)`
  have h0 : element S (q i) ((S⁻¹ * H) *ᵥ q j) = 0 := by
    refine element_eq_zero_of_span ?_ hK
    rintro _ ⟨p, hp, rfl⟩
    have hp' : p ≤ j + 1 := hp
    rw [h.orthonormal i hi p (by omega), if_neg (by omega)]
  simpa only [element, overlap_mulVec hS] using h0
```

## (f) The tridiagonal matrix

Now let $H$ be Hermitian and $i,j<k$. Show that
$$q_i^\dagger Hq_j=0\quad\text{if } |i-j|>1.$$

For $i>j+1$ this is (e). For $j>i+1$, Hermiticity gives $q_i^\dagger Hq_j=(q_j^\dagger Hq_i)^*=0$. The Lean statement takes the difference in the integers, because subtraction of natural numbers stops at zero.

```lean
/-- For Hermitian `H` and positive definite overlap `S`, the matrix of `H` in a Lanczos basis is
tridiagonal. -/
theorem lanczos_tridiagonal (hH : H.IsHermitian) (hS : S.PosDef) (h : IsLanczosBasis H S q k)
    {i j : ℕ} (hi : i < k) (hj : j < k) (hij : 1 < |(i : ℤ) - j|) :
    element H (q i) (q j) = 0 := by
  rcases lt_abs.mp hij with h1 | h1
  · exact hessenberg hS h hi (by omega)
  · -- above the diagonal, use that `H` is Hermitian
    have hsymm : element H (q i) (q j) = star (element H (q j) (q i)) := by
      unfold element
      rw [Matrix.star_dotProduct, Matrix.star_mulVec, hH.eq, ← Matrix.dotProduct_mulVec]
    rw [hsymm, hessenberg hS h hj (by omega), star_zero]
```

In exact arithmetic and a finite basis, projecting $Hc=ESc$ onto the Lanczos vectors therefore leaves an ordinary tridiagonal eigenproblem.

The same argument yields a three-term recurrence, derived here by hand only. For $j+1<k$, the coefficient of $q_i$ in $Kq_j$ is $q_i^\dagger SKq_j=q_i^\dagger Hq_j$, so only $q_{j-1}$ (absent for $j=0$), $q_j$ and $q_{j+1}$ appear.

## (g) From a recursion to Krylov spaces

Let $Kq_j-\beta_jq_{j+1}\in L_j$ with $\beta_j\ne0$ whenever $j+1<k$. Show that
$$L_j=\mathcal K_j\quad\text{for all }j<k,\text{ with }v=q_0.$$

At $\beta_j=0$ this relation would only say that $Kq_j\in L_j$, and would put no condition on $q_{j+1}$.

Use induction. Both spaces are $\mathrm{span}(q_0)$ at $j=0$. Given $L_j=\mathcal K_j$, set $r_j=Kq_j-\beta_jq_{j+1}$. Then $q_{j+1}=\beta_j^{-1}(Kq_j-r_j)\in\mathcal K_{j+1}$ by (d), so $L_{j+1}\subseteq\mathcal K_{j+1}$.

Conversely, $K^jq_0\in L_j$, and $K$ sends each $q_i$ with $i\le j$ into $L_{i+1}\subseteq L_{j+1}$ (`step`). By (a), $K^{j+1}q_0\in L_{j+1}$. The auxiliary facts `mono` and `split` handle nested spans and the addition of one vector.

```lean
/-- If, whenever `j + 1 < k`, `K q_j` equals `β_j q_(j+1)` with `β_j ≠ 0` plus a combination of
`q_0, ..., q_j`, then for all `j < k` the span of `q_0, ..., q_j` is the Krylov space of `K` spanned
by `q_0, K q_0, ..., K^j q_0`. -/
theorem krylov_of_recursion (K : Matrix n n ℂ) (q : ℕ → n → ℂ) (β : ℕ → ℂ)
    (hβ : ∀ j, j + 1 < k → β j ≠ 0)
    (hrec : ∀ j, j + 1 < k → K *ᵥ q j - β j • q (j + 1) ∈ leading q j) :
    ∀ j < k, leading q j = krylov K (q 0) j := by
  have mono : ∀ (f : ℕ → n → ℂ) {a b : ℕ}, a ≤ b → leading f a ≤ leading f b :=
    fun f a b hab => Submodule.span_mono (Set.image_mono (Set.Iic_subset_Iic.mpr hab))
  have split : ∀ (f : ℕ → n → ℂ) (W : Submodule ℂ (n → ℂ)) (j : ℕ),
      leading f j ≤ W → f (j + 1) ∈ W → leading f (j + 1) ≤ W := by
    intro f W j h1 h2
    refine Submodule.span_le.mpr ?_
    rintro _ ⟨p, hp, rfl⟩
    rcases Nat.le_succ_iff.mp (Set.mem_Iic.mp hp) with hle | heq
    · exact h1 (Submodule.subset_span ⟨p, hle, rfl⟩)
    · rw [heq]; exact h2
  have step : ∀ i, i + 1 < k → K *ᵥ q i ∈ leading q (i + 1) := by
    intro i hi
    have h1 : q (i + 1) ∈ leading q (i + 1) :=
      Submodule.subset_span ⟨i + 1, le_refl (i + 1), rfl⟩
    have h2 := add_mem (mono q (Nat.le_succ i) (hrec i hi)) (Submodule.smul_mem _ (β i) h1)
    rwa [sub_add_cancel] at h2
  intro j
  induction j with
  | zero =>
    intro _
    have h0 : Set.Iic (0 : ℕ) = {0} := by ext x; simp
    simp [krylov, leading, h0]
  | succ j ih =>
    intro hj
    have ihj := ih (by omega)
    apply le_antisymm
    · refine split q _ j (ihj.le.trans (mono _ (Nat.le_succ j))) ?_
      -- solve the recursion for the new vector
      have hqj : q j ∈ leading q j := Submodule.subset_span ⟨j, le_refl j, rfl⟩
      have hr := hrec j hj
      rw [ihj] at hr hqj
      have hd := Submodule.smul_mem _ (β j)⁻¹
        (sub_mem (krylov_step K hqj) (mono _ (Nat.le_succ j) hr))
      rw [sub_sub_cancel, smul_smul, inv_mul_cancel₀ (hβ j hj), one_smul] at hd
      exact hd
    · refine split _ _ j (ihj.symm.le.trans (mono q (Nat.le_succ j))) ?_
      have hm : (K ^ j) *ᵥ q 0 ∈ krylov K (q 0) j :=
        Submodule.subset_span ⟨j, le_refl j, rfl⟩
      rw [← ihj] at hm
      have hKm : K *ᵥ ((K ^ j) *ᵥ q 0) ∈ leading q (j + 1) := by
        refine mulVec_mem_of_span K ?_ hm
        rintro _ ⟨i, hi, rfl⟩
        have hi' : i ≤ j := hi
        exact mono q (by omega) (step i (by omega))
      rw [mulVec_mulVec, ← pow_succ'] at hKm
      exact hKm
```

## (h) Three levels with numbers

Take the following $H$, $S$ and $q_0,q_1,q_2$.

```lean
/-- A three-level Hamiltonian matrix with non-zero corner elements. -/
def exH : Matrix (Fin 3) (Fin 3) ℂ := !![0, 1, 1; 1, 2, 3; 1, 3, 4]

/-- The overlap matrix of three non-orthogonal basis functions. -/
def exS : Matrix (Fin 3) (Fin 3) ℂ := !![1, 1, 1; 1, 2, 2; 1, 2, 3]

/-- Three explicit vectors, the last one repeated for all later indices. -/
def exq : ℕ → Fin 3 → ℂ
  | 0 => ![1, 0, 0]
  | 1 => ![-1, 1, 0]
  | _ => ![0, -1, 1]
```

Show that they satisfy all hypotheses of (f) with $k=3$, using
$$Kq_0=q_1,\qquad Kq_1=q_0+q_2.$$

$H$ is real and symmetric. $S=B^\dagger B$, where $B$ is upper triangular with every entry on and above the diagonal equal to 1; $\det B=1$, so $S$ is positive definite. Multiplication gives $Sq_0=(1,1,1)$, $Sq_1=(0,1,1)$ and $Sq_2=(0,0,1)$, from which orthonormality follows. Next,
$$Hq_0=(0,1,1)=Sq_1,\qquad Hq_1=(1,1,2)=S(q_0+q_2).$$
These are the two stated relations, and (g) with $\beta_j=1$ supplies the Krylov spaces.

With $Hq_2=(0,1,1)$, the transformed matrix is
$$\bigl(q_i^\dagger Hq_j\bigr)=\begin{pmatrix}0&1&0\\1&0&1\\0&1&0\end{pmatrix}.$$
The corner element was $H_{02}=1$ in the original basis and is now zero.

```lean
/-- `exH` is Hermitian, `exS` is positive definite, and the first three vectors of `exq` form a
Lanczos basis for them. -/
theorem lanczos_witness : exH.IsHermitian ∧ exS.PosDef ∧ IsLanczosBasis exH exS exq 3 := by
  have hpos : exS.PosDef := by
    -- factorise the overlap
    have hB : exS = (!![1, 1, 1; 0, 1, 1; 0, 0, 1] : Matrix (Fin 3) (Fin 3) ℂ)ᴴ
        * !![1, 1, 1; 0, 1, 1; 0, 0, 1] := by
      ext i j
      fin_cases i <;> fin_cases j <;>
        simp [exS, Matrix.mul_apply, Fin.sum_univ_succ] <;> norm_num
    rw [hB]
    refine Matrix.PosDef.conjTranspose_mul_self _ (Matrix.mulVec_injective_of_isUnit ?_)
    exact (Matrix.isUnit_iff_isUnit_det _).mpr (by simp [Matrix.det_fin_three])
  have hdet : IsUnit exS.det := (Matrix.isUnit_iff_isUnit_det exS).mp hpos.isUnit
  have hK : ∀ v w, exH *ᵥ v = exS *ᵥ w → (exS⁻¹ * exH) *ᵥ v = w := by
    intro v w hvw
    rw [← mulVec_mulVec, hvw, mulVec_mulVec, Matrix.nonsing_inv_mul _ hdet, one_mulVec]
  have h0 : (exS⁻¹ * exH) *ᵥ exq 0 = exq 1 := hK _ _ (by
    ext i
    fin_cases i <;>
      simp [exH, exS, exq, Matrix.mulVec, dotProduct, Fin.sum_univ_succ] <;> norm_num)
  have h1 : (exS⁻¹ * exH) *ᵥ exq 1 = exq 0 + exq 2 := hK _ _ (by
    ext i
    fin_cases i <;>
      simp [exH, exS, exq, Matrix.mulVec, dotProduct, Fin.sum_univ_succ] <;> norm_num)
  refine ⟨?_, hpos, ?_, ?_⟩
  · ext i j
    fin_cases i <;> fin_cases j <;> simp [exH]
  · intro i hi j hj
    interval_cases i <;> interval_cases j <;>
      simp [element, exS, exq, Matrix.mulVec, dotProduct, Fin.sum_univ_succ] <;> norm_num
  · refine krylov_of_recursion _ _ (fun _ => 1) (fun _ _ => one_ne_zero) ?_
    intro j hj
    have hj' : j = 0 ∨ j = 1 := by omega
    rcases hj' with rfl | rfl
    · rw [h0]
      simp
    · rw [h1]
      change exq 0 + exq 2 - (1 : ℂ) • exq 2 ∈ leading exq 1
      rw [one_smul, add_sub_cancel_right]
      exact Submodule.subset_span ⟨0, Nat.zero_le 1, rfl⟩

end

end GeneralisedLanczos
```

```lean
#print axioms GeneralisedLanczos.lanczos_tridiagonal
-- 'GeneralisedLanczos.lanczos_tridiagonal' depends on axioms: [propext, Classical.choice, Quot.sound]
```
